# For \(c>0\) and \(m\ge 1\), comparing \(mk\) with \(n\) decides the short-range limit of \((1-e^{-cx^m})^k/x^n\)

When a pairwise dispersion term \(-C_6/R^6\) is added to an electronic-structure energy or a force field, it is often multiplied by a damping function. One reason is that the bare term goes to \(-\infty\) as the distance \(R\) between the two atoms tends to 0. For a damping function of the form \((1-e^{-cR^m})^k\), someone has to choose the exponents \(m\) and \(k\), and the choice decides whether the damped term vanishes at contact, which here means in the limit \(R\to0\), settles at a finite depth or still diverges. For \(c>0\) and positive integers \(m\) and \(k\), the answer follows from comparing the product \(mk\) with 6, or with \(n\) for a term in \(1/R^n\).

Below, the distance is called \(x\) instead of \(R\), and the coefficient \(C_n\) is left out. For \(C_n>0\), multiplying by \(-C_n\) turns the three possible limits \(0\), \(c^k\) and \(+\infty\) into energies \(0\), \(-C_nc^k\) and \(-\infty\).

```lean
import Mathlib

open Filter Topology

namespace ExponentialDamping

noncomputable section
```

All the limits that follow are written with `Tendsto`. The expression `Tendsto g (𝓝[>] 0) (𝓝 L)` says that \(g(x)\to L\) as \(x\to0^+\): the first bracket says how the variable moves, the second where the value goes. The sign `>` restricts the approach to positive \(x\), as suits a distance. The word `atTop` stands for \(+\infty\), in either place.

## The damping function and the damped power

```lean
/-- The exponential damping function `(1 - exp (-c x^m))^k` at distance `x`. -/
def damping (c : ℝ) (m k : ℕ) (x : ℝ) : ℝ :=
  (1 - Real.exp (-(c * x ^ m))) ^ k
```

This defines

\[
f(x)=\left(1-e^{-cx^m}\right)^k .
\]

The symbol `ℝ` is the type of real numbers and `ℕ` that of the natural numbers, which in Lean include 0. The exponents are therefore whole numbers, and fractional ones are not treated. The distance is a pure number, so it is to be read as a length divided by a fixed unit.

The constant \(c\) is postulated. It sets the range over which the overlap of the two charge clouds weakens the asymptotic dispersion law: for fixed \(m,k\ge1\) and \(c>0\), that range is proportional to \(c^{-1/m}\). The definition accepts any real \(c\); positivity enters later as a hypothesis.

```lean
/-- The damped inverse power `(1 - exp (-c x^m))^k / x^n`, for distances `x ≠ 0`. -/
def dampedPower (c : ℝ) (m k n : ℕ) (x : ℝ) : ℝ :=
  damping c m k x / x ^ n
```

The damped inverse power is \(f(x)/x^n\). The order \(n\) is a variable, so \(n=6\), 8 and 10 are all included. Lean assigns a value to the quotient even at \(x=0\), but limits through positive \(x\) never look at that point.

## One factor near contact

```lean
/-- A positive integer power of the distance tends to zero through positive values
as the distance does. -/
theorem tendsto_pow_zero_right {d : ℕ} (hd : d ≠ 0) :
    Tendsto (fun x : ℝ => x ^ d) (𝓝[>] 0) (𝓝[>] 0) := by
  refine tendsto_nhdsWithin_iff.mpr ⟨?_, ?_⟩
  · have h : Tendsto (fun x : ℝ => x ^ d) (𝓝 0) (𝓝 (0 ^ d)) :=
      (continuous_pow d).tendsto 0
    rw [zero_pow hd] at h
    exact h.mono_left nhdsWithin_le_nhds
  · filter_upwards [self_mem_nhdsWithin] with x hx
    exact Set.mem_Ioi.mpr (pow_pos (Set.mem_Ioi.mp hx) d)
```

A Lean theorem has a name, then its hypotheses, then a colon and the statement; the proof follows `:=`. Here `hd : d ≠ 0` is a hypothesis called `hd`, and for a natural number it means \(d\ge1\).

The statement is that \(x^d\to0\) as \(x\to0^+\), and that it does so through positive values, which is why `𝓝[>] 0` appears twice. By hand there are two observations:

- The power function is continuous, so \(x^d\to0^d=0\).
- If \(x>0\), then \(x^d>0\).

The proof has the same two parts, one for each dot. The command `filter_upwards` introduces an \(x\) that may be assumed positive.

```lean
/-- For `m ≥ 1`, the single factor `1 - exp (-c x^m)` behaves as `c x^m` at short range: its
quotient by `x^m` tends to `c`. -/
theorem tendsto_single_factor (c : ℝ) {m : ℕ} (hm : m ≠ 0) :
    Tendsto (fun x : ℝ => (1 - Real.exp (-(c * x ^ m))) / x ^ m) (𝓝[>] 0) (𝓝 c) := by
  -- the slope of `1 - exp (-c u)` at `u = 0` is `c`
  have hd : HasDerivAt (fun u : ℝ => 1 - Real.exp (-(c * u))) c 0 := by
    have h1 : HasDerivAt (fun u : ℝ => -(c * u)) (-(c * 1)) 0 :=
      ((hasDerivAt_id' (0 : ℝ)).const_mul c).fun_neg
    exact (h1.exp.const_sub 1).congr_deriv (by simp)
  -- substitute `u = x^m`
  refine (hd.tendsto_slope_zero_right.comp (tendsto_pow_zero_right hm)).congr fun x => ?_
  simp [div_eq_inv_mul]
```

The claim is

\[
\lim_{x\to0^+}\frac{1-e^{-cx^m}}{x^m}=c\qquad(m\ge1).
\]

To derive it, put \(g(u)=1-e^{-cu}\). Then \(g(0)=0\) and \(g'(u)=ce^{-cu}\), so \(g'(0)=c\). By the definition of the derivative,

\[
\frac{g(u)}{u}=\frac{g(u)-g(0)}{u}\longrightarrow c\qquad(u\to0^+).
\]

Now substitute \(u=x^m\), which tends to \(0\) through positive values by the preceding theorem.

In Lean, `HasDerivAt … c 0` states that the derivative at 0 is \(c\), and `hd` is the name given to this intermediate result. The chain rule for the exponential supplies it. The term `tendsto_slope_zero_right` converts it into the limit of the difference quotient, and `comp` carries out the substitution. The last line identifies the difference quotient with the fraction in the statement.

No sign of \(c\) is assumed here. The condition \(m\ge1\) does matter: for \(m=0\) the fraction is the constant \(1-e^{-c}\), which differs from \(c\) whenever \(c\ne0\).

## The power that exactly balances the damping

```lean
/-- For `m ≥ 1`, the damping function divided by `x^(m k)` tends to `c^k` at short range. -/
theorem tendsto_critical (c : ℝ) {m : ℕ} (hm : m ≠ 0) (k : ℕ) :
    Tendsto (dampedPower c m k (m * k)) (𝓝[>] 0) (𝓝 (c ^ k)) := by
  refine ((tendsto_single_factor c hm).pow k).congr fun x => ?_
  simp only [dampedPower, damping]
  rw [div_pow, pow_mul]
```

The order of the inverse power is now set to \(n=mk\). Raising the previous limit to the \(k\)-th power gives

\[
\frac{f(x)}{x^{mk}}
=\frac{\left(1-e^{-cx^m}\right)^k}{(x^m)^k}
=\left(\frac{1-e^{-cx^m}}{x^m}\right)^{k}\longrightarrow c^k .
\]

The proof does just this: `.pow k` takes the power of the limit, while `div_pow` and `pow_mul` are the rules \((a/b)^k=a^k/b^k\) and \(x^{mk}=(x^m)^k\). Near contact, the damping function therefore behaves as \(c^kx^{mk}\) when \(c\neq0\).

## Three cases for a general order

```lean
/-- Short-range behaviour of a damped inverse power for `c > 0` and `m ≥ 1`: as `x → 0+`,
`(1 - exp (-c x^m))^k / x^n` tends to `0` if `m k > n`, to `c^k` if `m k = n`,
and to infinity if `m k < n`. -/
theorem short_range_trichotomy {c : ℝ} (hc : 0 < c) {m : ℕ} (hm : m ≠ 0) (k n : ℕ) :
    (n < m * k → Tendsto (dampedPower c m k n) (𝓝[>] 0) (𝓝 0)) ∧
    (m * k = n → Tendsto (dampedPower c m k n) (𝓝[>] 0) (𝓝 (c ^ k))) ∧
    (m * k < n → Tendsto (dampedPower c m k n) (𝓝[>] 0) atTop) := by
  refine ⟨fun hlt => ?_, fun heq => heq ▸ tendsto_critical c hm k, fun hlt => ?_⟩
  · -- a positive power of `x` is left over
    obtain ⟨d, hd⟩ := Nat.exists_eq_add_of_le hlt.le
    have hd0 : d ≠ 0 := by omega
    have h := (tendsto_critical c hm k).mul
      ((tendsto_pow_zero_right hd0).mono_right nhdsWithin_le_nhds)
    rw [mul_zero] at h
    refine h.congr' ?_
    filter_upwards [self_mem_nhdsWithin] with x hx
    have hxd : x ^ d ≠ 0 := (pow_pos (Set.mem_Ioi.mp hx) d).ne'
    simp only [dampedPower]
    rw [hd, pow_add, div_mul_eq_mul_div, mul_div_mul_right _ _ hxd]
  · -- an inverse power of `x` is left over
    obtain ⟨d, hd⟩ := Nat.exists_eq_add_of_le hlt.le
    have hd0 : d ≠ 0 := by omega
    have h := (tendsto_critical c hm k).pos_mul_atTop (pow_pos hc k)
      (tendsto_inv_nhdsGT_zero.comp (tendsto_pow_zero_right hd0))
    refine h.congr fun x => ?_
    simp only [dampedPower, Function.comp_apply]
    rw [hd, pow_add, ← div_eq_mul_inv, div_div]
```

The hypotheses are \(c>0\) and \(m\ge1\), with \(k\) and \(n\) any natural numbers. The symbol `∧` means "and", and each arrow `→` between a condition and a limit means "implies". The theorem therefore states

\[
\lim_{x\to0^+}\frac{f(x)}{x^n}=
\begin{cases}
0, & mk>n,\\
c^k, & mk=n,\\
+\infty, & mk<n.
\end{cases}
\]

The middle case is the preceding theorem with \(mk\) renamed \(n\). The other two follow by separating off the surplus power of \(x\).

**If \(mk>n\)**, write \(mk=n+d\) with \(d\ge1\). For \(x>0\),

\[
\frac{f(x)}{x^n}=\frac{f(x)}{x^{mk}}\,x^d\longrightarrow c^k\cdot0=0 .
\]

**If \(mk<n\)**, write \(n=mk+d\) with \(d\ge1\). Then

\[
\frac{f(x)}{x^n}=\frac{f(x)}{x^{mk}}\cdot\frac1{x^d}.
\]

The first factor tends to \(c^k>0\) and the second to \(+\infty\), so the product tends to \(+\infty\).

In both Lean arguments, `obtain ⟨d, hd⟩` produces the surplus exponent \(d\), and `omega`, a procedure for linear integer arithmetic, confirms that it is not zero. The limits are then combined by `mul` in the first case and by `pos_mul_atTop` in the second. The remaining lines check the algebraic identities displayed above. The first identity cancels \(x^d\), so the proof restricts it to positive \(x\). Positivity of \(c\) is used only in the diverging case, to make \(c^k\) positive.

As an example, take \(m=3\) and \(k=2\), so that \(mk=6\). The damped \(1/x^6\) factor tends to \(c^2\), but the same damping function applied to \(1/x^8\) leaves a divergence. Exponents that suffice for the leading dispersion term need not suffice for the next one.

## When the limit is finite

```lean
/-- For `c > 0` and `m ≥ 1`, the damped inverse power of order `n` has a finite limit
at short range exactly when `n ≤ m k`. -/
theorem finite_limit_iff {c : ℝ} (hc : 0 < c) {m : ℕ} (hm : m ≠ 0) (k n : ℕ) :
    (∃ L : ℝ, Tendsto (dampedPower c m k n) (𝓝[>] 0) (𝓝 L)) ↔ n ≤ m * k := by
  obtain ⟨h0, h1, h2⟩ := short_range_trichotomy hc hm k n
  constructor
  · rintro ⟨L, hL⟩
    by_contra h
    exact not_tendsto_nhds_of_tendsto_atTop (h2 (not_le.mp h)) L hL
  · intro h
    rcases h.eq_or_lt with h | h
    · exact ⟨_, h1 h.symm⟩
    · exact ⟨_, h0 h⟩
```

The symbol `∃` means "there exists" and `↔` means "if and only if". For \(c>0\) and \(m\ge1\), some real number \(L\) is the limit of \(f(x)/x^n\) at short range if and only if \(n\le mk\).

By hand, suppose first that a finite limit exists. If \(n>mk\) held, the function would tend to \(+\infty\), and a function that does so has no finite limit. Hence \(n\le mk\). Conversely, if \(n=mk\) the limit is \(c^k\), and if \(n<mk\) it is \(0\).

The proof first splits the three-case theorem into `h0`, `h1` and `h2`. The command `constructor` separates the two directions, `by_contra` begins the argument by contradiction, and `rcases` distinguishes equality from strict inequality.

```lean
/-- For `c > 0` and `m ≥ 1`, the damped `1/x^6` factor has a finite nonzero limit at short
range exactly for the four exponent pairs `(m, k) = (1, 6), (2, 3), (3, 2), (6, 1)`. -/
theorem sixth_power_nonzero_limit_iff {c : ℝ} (hc : 0 < c) {m : ℕ} (hm : m ≠ 0) (k : ℕ) :
    (∃ L : ℝ, L ≠ 0 ∧ Tendsto (dampedPower c m k 6) (𝓝[>] 0) (𝓝 L)) ↔
      (m = 1 ∧ k = 6) ∨ (m = 2 ∧ k = 3) ∨ (m = 3 ∧ k = 2) ∨ (m = 6 ∧ k = 1) := by
  obtain ⟨h0, h1, h2⟩ := short_range_trichotomy hc hm k 6
  constructor
  · rintro ⟨L, hL0, hL⟩
    -- uniqueness of limits leaves only the critical case
    have hmk : m * k = 6 := by
      rcases lt_trichotomy (m * k) 6 with h | h | h
      · exact absurd hL (not_tendsto_nhds_of_tendsto_atTop (h2 h) L)
      · exact h
      · exact absurd (tendsto_nhds_unique hL (h0 h)) hL0
    clear h0 h1 h2 hL
    have hle : m ≤ 6 := Nat.le_of_dvd (by norm_num) ⟨k, hmk.symm⟩
    interval_cases m <;> omega
  · intro h
    have hmk : m * k = 6 := by
      rcases h with ⟨a, b⟩ | ⟨a, b⟩ | ⟨a, b⟩ | ⟨a, b⟩ <;> rw [a, b]
    exact ⟨c ^ k, (pow_pos hc k).ne', h1 hmk⟩
```

For \(n=6\), this theorem asks when the limit is finite and also different from zero, so that the dispersion term keeps a definite depth at contact. With \(c>0\) and \(m\ge1\), exactly four pairs \((m,k)\) do this:

\[
(1,6),\quad(2,3),\quad(3,2),\quad(6,1).
\]

To see this, suppose the limit is \(L\ne0\). If \(mk<6\), the function diverges, which contradicts the finite limit. If \(mk>6\), it tends to \(0\), and since a function has only one limit, \(L=0\), another contradiction. So \(mk=6\), and \(m\) is one of the divisors 1, 2, 3 and 6, with \(k=6/m\). Conversely, each of these pairs has \(mk=6\), and the limit is then \(c^k\), which is positive.

In Lean, `lt_trichotomy` provides the three possibilities for \(mk\) and `tendsto_nhds_unique` is the uniqueness of limits. A divisor of 6 is at most 6, so `interval_cases m` runs through the possible values of \(m\), and `omega` settles each one.

## A bound at every positive distance

```lean
/-- In the critical case `n = m k`, with `c > 0` and `k ≥ 1`, the damped inverse power is
strictly below `c^k` at every positive distance. -/
theorem critical_lt {c x : ℝ} (hc : 0 < c) (hx : 0 < x) (m : ℕ) {k : ℕ} (hk : k ≠ 0) :
    dampedPower c m k (m * k) x < c ^ k := by
  have hu : 0 < c * x ^ m := mul_pos hc (pow_pos hx m)
  -- the elementary inequality `1 - exp (-u) < u`
  have h1 := Real.add_one_lt_exp (neg_ne_zero.mpr hu.ne')
  have h2 : Real.exp (-(c * x ^ m)) ≤ 1 := Real.exp_le_one_iff.mpr (by linarith)
  rw [dampedPower, damping, div_lt_iff₀ (pow_pos hx _), pow_mul, ← mul_pow]
  exact pow_lt_pow_left₀ (by linarith) (by linarith) hk
```

In the critical case \(n=mk\), the value \(c^k\), which is the limit when \(m\ge1\), is also a strict upper bound:

\[
\frac{\left(1-e^{-cx^m}\right)^k}{x^{mk}}<c^k
\qquad(c>0,\ x>0,\ k\ge1).
\]

This is a statement about each distance \(x\), not about a limit. Put \(u=cx^m>0\). Since \(e^{-t}<1\) for \(t>0\),

\[
0<1-e^{-u}=\int_0^u e^{-t}\,dt<u .
\]

Raising to the \(k\)-th power preserves the strict inequality, because both sides are non-negative and \(k\ge1\):

\[
\left(1-e^{-u}\right)^k<u^k=c^kx^{mk}.
\]

Dividing by \(x^{mk}>0\) gives the result.

Lean takes the inequality \(1-u<e^{-u}\) from the library theorem `Real.add_one_lt_exp` instead of from an integral; rearranged, it is the same bound. The line beginning with `rw` multiplies out the denominator, and `pow_lt_pow_left₀` raises the inequality to the \(k\)-th power. For \(k=0\) both sides would equal 1, so the strict inequality would fail. The case \(m=0\) is allowed here, since \(u=c\) is still positive.

For a pair term with \(C_n>0\) and \(n=mk\), the damped energy thus lies above \(-C_nc^k\) at every positive distance and, if also \(m\ge1\), approaches that value at contact.

## Recovering the undamped law

```lean
/-- For `c > 0` and `m ≥ 1`, the damping function tends to one at large distance. -/
theorem damping_long_range {c : ℝ} (hc : 0 < c) {m : ℕ} (hm : m ≠ 0) (k : ℕ) :
    Tendsto (damping c m k) atTop (𝓝 1) := by
  have hu : Tendsto (fun x : ℝ => c * x ^ m) atTop atTop :=
    (tendsto_pow_atTop hm).const_mul_atTop hc
  have h := ((Real.tendsto_exp_neg_atTop_nhds_zero.comp hu).const_sub 1).pow k
  rw [sub_zero, one_pow] at h
  exact h

end

end ExponentialDamping
```

Here the variable goes to `atTop`, so the statement is \(f(x)\to1\) as \(x\to\infty\), for \(c>0\) and \(m\ge1\). By hand, \(cx^m\to\infty\), so \(e^{-cx^m}\to0\), and therefore

\[
f(x)=\left(1-e^{-cx^m}\right)^k\longrightarrow(1-0)^k=1 .
\]

The proof takes the same steps: `hu` is the growth of \(cx^m\), `const_sub 1` subtracts the exponential from 1, and `.pow k` takes the power. Since \(f(x)\) is the ratio of the damped to the undamped inverse power for \(x>0\), the relative change made by damping disappears at large separation.

These results inform the choice of exponents in dispersion-corrected electronic-structure methods and in simulations, for a single pair term with this particular damping function and whole-number exponents. Applying them to a pair of atoms in a calculation assumes that the dispersion term added for that pair has this form, with one fixed \(c\), at all distances down to the limit \(R\to0\). A finite limit keeps the added term from diverging, but it does not show that its value there is physically correct.

```lean
#print axioms ExponentialDamping.short_range_trichotomy
#print axioms ExponentialDamping.finite_limit_iff
#print axioms ExponentialDamping.critical_lt
#print axioms ExponentialDamping.damping_long_range
```

```
'ExponentialDamping.short_range_trichotomy' depends on axioms: [propext, Classical.choice, Quot.sound]
'ExponentialDamping.finite_limit_iff' depends on axioms: [propext, Classical.choice, Quot.sound]
'ExponentialDamping.critical_lt' depends on axioms: [propext, Classical.choice, Quot.sound]
'ExponentialDamping.damping_long_range' depends on axioms: [propext, Classical.choice, Quot.sound]
```
